# The secular equation for one Cooper pair on finitely many levels

A real energy $E$ that differs from every $2e_k$ is an eigenvalue of $M=\mathrm{diag}(2e_k)-gJ$ exactly when

$$g\sum_k \frac{1}{2e_k-E}=1,$$

and the eigenvector then has components proportional to $1/(2e_k-E)$. Here $e_k$ are the real single-particle energies of finitely many levels, $J$ is the all-ones matrix, and $g$ is the constant strength with which a pair scatters between levels. I know this as the Cooper problem, and I have always divided by $2e_k-E$ and by the total amplitude without much thought. Can the argument be made rigorous and checked by machine, including the claim that any attraction $g>0$ pulls one state below the lowest $2e_k$?

## Solving for the amplitudes and summing them

Yes, for any finite, nonempty set of levels. Each level stands for two time-reversed single-particle states of energy $e_k$, so a pair on it has energy $2e_k$ before the coupling acts. Let $v_k$ be the amplitude for the pair to occupy level $k$, and let $S=\sum_j v_j$. Since every entry of $J$ is 1, $(Mv)_k=2e_kv_k-gS$. The eigenvalue equation $Mv=Ev$ therefore reads

$$(2e_k-E)\,v_k=gS,\qquad\text{so}\qquad v_k=\frac{gS}{2e_k-E}.$$

If $S$ were zero, every $v_k$ would vanish, which an eigenvector does not allow. Summing over $k$ gives $S=gS\sum_k 1/(2e_k-E)$, and cancelling $S\neq0$ leaves the secular equation.

Conversely, suppose that the secular equation holds and put $u_k=1/(2e_k-E)$. Then $g\sum_j u_j=1$, so $u\neq0$, and

$$(Mu)_k=2e_ku_k-1=2e_ku_k-(2e_k-E)u_k=Eu_k.$$

The normalised amplitudes are $u_k/\sqrt{\sum_j u_j^2}$.

For the bound state, let $g>0$, let $k_0$ be a level of lowest energy, $N$ the number of levels and $\Delta=2e_{k_0}-E>0$. Every term of the sum is positive and at most $1/\Delta$, and the term $k_0$ equals $1/\Delta$. Hence

$$\frac1\Delta\le\sum_k\frac1{2e_k-E}\le\frac N\Delta .$$

At $\Delta=gN$ the left side of the secular equation is at most 1, and at $\Delta=g$ it is at least 1. It is continuous in between, so it equals 1 somewhere. Each term increases strictly with $E$, so there is only one solution below $2e_{k_0}$, and the same bounds give $g\le\Delta\le gN$. For $g\le0$ the left side is never positive there, and no such state exists.

The values $E=2e_k$ need separate treatment. If $e_j=e_k$ for two distinct levels, the vector with $+1$ on $j$ and $-1$ on $k$ (normalised, $\pm1/\sqrt2$) has $S=0$. It is an eigenvector with energy $2e_j$ for every $g$.

## The Lean file

```lean
import Mathlib

open Matrix

namespace CooperPairSecular

noncomputable section

variable {n : Type*} [Fintype n] [DecidableEq n]

/-- The Hamiltonian of one pair on levels `e k`, with a constant coupling `g` that scatters
the pair between all levels: `diag(2 e k) - g J`, where `J` is the all-ones matrix. -/
def pairHamiltonian (e : n → ℝ) (g : ℝ) : Matrix n n ℝ :=
  Matrix.diagonal (fun k => 2 * e k) - g • Matrix.of (fun _ _ => (1 : ℝ))

/-- `E` is an eigenvalue of the pair Hamiltonian. -/
def IsPairEnergy (e : n → ℝ) (g E : ℝ) : Prop :=
  ∃ v : n → ℝ, v ≠ 0 ∧ pairHamiltonian e g *ᵥ v = E • v

/-- The vector with components `1 / (2 e k - E)`, not normalised. -/
def cooperAmplitude (e : n → ℝ) (E : ℝ) : n → ℝ := fun k => 1 / (2 * e k - E)

/-- The Hamiltonian multiplies each amplitude by `2 e k` and subtracts `g` times the sum
of all amplitudes. -/
theorem pairHamiltonian_mulVec (e : n → ℝ) (g : ℝ) (v : n → ℝ) (k : n) :
    (pairHamiltonian e g *ᵥ v) k = 2 * e k * v k - g * ∑ j, v j := by
  rw [pairHamiltonian, Matrix.sub_mulVec, Pi.sub_apply, Matrix.mulVec_diagonal]
  congr 1
  simp [Matrix.mulVec, dotProduct, Finset.mul_sum]

/-- Away from the unperturbed pair energies, every solution of the eigenvalue equation is
`g` times its total amplitude times the vector `1 / (2 e k - E)`. -/
theorem eigenvector_form {e : n → ℝ} {g E : ℝ} (hE : ∀ k, E ≠ 2 * e k) {v : n → ℝ}
    (h : pairHamiltonian e g *ᵥ v = E • v) :
    v = (g * ∑ j, v j) • cooperAmplitude e E := by
  funext k
  have hk : 2 * e k - E ≠ 0 := sub_ne_zero.mpr (hE k).symm
  have h1 := congrFun h k
  rw [pairHamiltonian_mulVec, Pi.smul_apply, smul_eq_mul] at h1
  simp only [Pi.smul_apply, smul_eq_mul, cooperAmplitude]
  rw [mul_one_div, eq_div_iff hk]
  linear_combination h1

/-- If `E` differs from every `2 e k` and solves the secular equation `g ∑ 1 / (2 e k - E) = 1`, the
solutions of the eigenvalue equation are exactly the multiples of the vector with components `1 / (2
e k - E)`. -/
theorem eigenvector_iff {e : n → ℝ} {g E : ℝ} (hE : ∀ k, E ≠ 2 * e k)
    (h : g * ∑ k, 1 / (2 * e k - E) = 1) (v : n → ℝ) :
    pairHamiltonian e g *ᵥ v = E • v ↔ ∃ c : ℝ, v = c • cooperAmplitude e E := by
  constructor
  · intro hv
    exact ⟨_, eigenvector_form hE hv⟩
  · rintro ⟨c, rfl⟩
    have h' : g * ∑ k, cooperAmplitude e E k = 1 := h
    have hamp : pairHamiltonian e g *ᵥ cooperAmplitude e E = E • cooperAmplitude e E := by
      funext k
      have hk : 2 * e k - E ≠ 0 := sub_ne_zero.mpr (hE k).symm
      have h1 : cooperAmplitude e E k * (2 * e k - E) = 1 := one_div_mul_cancel hk
      rw [pairHamiltonian_mulVec, h', Pi.smul_apply, smul_eq_mul]
      linear_combination h1
    rw [Matrix.mulVec_smul, hamp, smul_comm]

/-- The secular equation of the Cooper problem: a number `E` different from every `2 e k` is
an eigenvalue of the pair Hamiltonian if and only if `g ∑ 1 / (2 e k - E) = 1`. -/
theorem isPairEnergy_iff {e : n → ℝ} {g E : ℝ} (hE : ∀ k, E ≠ 2 * e k) :
    IsPairEnergy e g E ↔ g * ∑ k, 1 / (2 * e k - E) = 1 := by
  constructor
  · rintro ⟨v, hv0, hv⟩
    have hform := eigenvector_form hE hv
    -- the total amplitude cannot vanish
    have hS : ∑ j, v j ≠ 0 := by
      intro h0
      rw [h0, mul_zero, zero_smul] at hform
      exact hv0 hform
    -- sum the components and cancel the total amplitude
    have hsum : ∑ j, v j = (g * ∑ j, v j) * ∑ j, cooperAmplitude e E j :=
      calc ∑ j, v j = ∑ j, (g * ∑ i, v i) * cooperAmplitude e E j :=
            Finset.sum_congr rfl (fun j _ => congrFun hform j)
        _ = _ := (Finset.mul_sum _ _ _).symm
    change g * ∑ k, cooperAmplitude e E k = 1
    apply mul_left_cancel₀ hS
    linear_combination -hsum
  · intro h
    refine ⟨cooperAmplitude e E, ?_, (eigenvector_iff hE h _).mpr ⟨1, (one_smul _ _).symm⟩⟩
    intro h0
    have h' : g * ∑ k, cooperAmplitude e E k = 1 := h
    simp [h0] at h'

omit [DecidableEq n] in
/-- Below the lowest unperturbed pair energy, the secular sum lies between the contribution of
the lowest level and that contribution times the number of levels. -/
theorem secular_sum_bounds {e : n → ℝ} {E : ℝ} {k₀ : n} (hk₀ : ∀ k, e k₀ ≤ e k)
    (hE : E < 2 * e k₀) :
    1 / (2 * e k₀ - E) ≤ ∑ k, 1 / (2 * e k - E) ∧
      ∑ k, 1 / (2 * e k - E) ≤ Fintype.card n * (1 / (2 * e k₀ - E)) := by
  have hd : 0 < 2 * e k₀ - E := sub_pos.mpr hE
  constructor
  · refine Finset.single_le_sum (f := fun k => 1 / (2 * e k - E)) (fun k _ => ?_)
      (Finset.mem_univ k₀)
    exact one_div_nonneg.mpr (by linarith [hk₀ k])
  · calc ∑ k, 1 / (2 * e k - E) ≤ ∑ _k : n, 1 / (2 * e k₀ - E) :=
          Finset.sum_le_sum fun k _ => one_div_le_one_div_of_le hd (by linarith [hk₀ k])
      _ = _ := by rw [Finset.sum_const, Finset.card_univ, nsmul_eq_mul]

/-- For any attraction `g > 0`, however weak, exactly one eigenvalue lies below the lowest
unperturbed pair energy. -/
theorem existsUnique_bound_state {e : n → ℝ} {g : ℝ} (hg : 0 < g) {k₀ : n}
    (hk₀ : ∀ k, e k₀ ≤ e k) : ∃! E, E < 2 * e k₀ ∧ IsPairEnergy e g E := by
  have hne : ∀ E, E < 2 * e k₀ → ∀ k, E ≠ 2 * e k := fun E hE k =>
    ne_of_lt (by linarith [hk₀ k])
  -- the secular sum increases strictly with the energy
  have hmono : ∀ E F, E < F → F < 2 * e k₀ →
      g * ∑ k, 1 / (2 * e k - E) < g * ∑ k, 1 / (2 * e k - F) := fun E F hEF hF =>
    mul_lt_mul_of_pos_left (Finset.sum_lt_sum_of_nonempty ⟨k₀, Finset.mem_univ k₀⟩
      fun k _ => one_div_lt_one_div_of_lt (by linarith [hk₀ k]) (by linarith)) hg
  have hcard : 0 < Fintype.card n := Fintype.card_pos_iff.mpr ⟨k₀⟩
  have hN : (1 : ℝ) ≤ Fintype.card n := by exact_mod_cast hcard
  have hN0 : (Fintype.card n : ℝ) ≠ 0 := by linarith
  have hgN : g ≤ g * Fintype.card n := by nlinarith
  have hcont : ContinuousOn (fun E => g * ∑ k, 1 / (2 * e k - E))
      (Set.Icc (2 * e k₀ - g * Fintype.card n) (2 * e k₀ - g)) := by
    refine continuousOn_const.mul (continuousOn_finsetSum _ fun k _ => ?_)
    refine continuousOn_const.div (continuousOn_const.sub continuousOn_id) fun x hx => ?_
    exact sub_ne_zero.mpr (hne x (by linarith [hx.2]) k).symm
  -- the secular function passes through 1 between these two energies
  have hlow : g * ∑ k, 1 / (2 * e k - (2 * e k₀ - g * Fintype.card n)) ≤ 1 := by
    have h := (secular_sum_bounds hk₀
      (show 2 * e k₀ - g * Fintype.card n < 2 * e k₀ by linarith)).2
    rw [sub_sub_cancel] at h
    refine (mul_le_mul_of_nonneg_left h hg.le).trans (le_of_eq ?_)
    field_simp
  have hhigh : 1 ≤ g * ∑ k, 1 / (2 * e k - (2 * e k₀ - g)) := by
    have h := (secular_sum_bounds hk₀ (show 2 * e k₀ - g < 2 * e k₀ by linarith)).1
    rw [sub_sub_cancel] at h
    have h2 := mul_le_mul_of_nonneg_left h hg.le
    rwa [mul_one_div_cancel hg.ne'] at h2
  obtain ⟨E, hE, hE1⟩ := intermediate_value_Icc (by linarith) hcont ⟨hlow, hhigh⟩
  have hEb : E < 2 * e k₀ := by linarith [hE.2]
  refine ⟨E, ⟨hEb, (isPairEnergy_iff (hne E hEb)).mpr hE1⟩, ?_⟩
  rintro F ⟨hF, hF1⟩
  have hF2 := (isPairEnergy_iff (hne F hF)).mp hF1
  have hE2 : g * ∑ k, 1 / (2 * e k - E) = 1 := hE1
  rcases lt_trichotomy F E with h | h | h
  · linarith [hmono F E h hEb]
  · exact h
  · linarith [hmono E F h hF]

/-- For `g > 0`, an eigenvalue below the lowest unperturbed pair energy lies below it by at
least `g` and at most `g` times the number of levels. -/
theorem binding_energy_bounds {e : n → ℝ} {g E : ℝ} (hg : 0 < g) {k₀ : n}
    (hk₀ : ∀ k, e k₀ ≤ e k) (hE : E < 2 * e k₀) (h : IsPairEnergy e g E) :
    g ≤ 2 * e k₀ - E ∧ 2 * e k₀ - E ≤ g * Fintype.card n := by
  have hd : 0 < 2 * e k₀ - E := sub_pos.mpr hE
  have hs := (isPairEnergy_iff fun k => ne_of_lt (by linarith [hk₀ k])).mp h
  obtain ⟨h1, h2⟩ := secular_sum_bounds hk₀ hE
  have h3 := mul_le_mul_of_nonneg_left h1 hg.le
  have h4 := mul_le_mul_of_nonneg_left h2 hg.le
  rw [hs, mul_one_div, div_le_one hd] at h3
  rw [hs, ← mul_assoc, mul_one_div, one_le_div hd] at h4
  exact ⟨h3, h4⟩

/-- Without attraction, `g ≤ 0`, no eigenvalue lies below the lowest unperturbed pair energy. -/
theorem no_bound_state {e : n → ℝ} {g E : ℝ} (hg : g ≤ 0) {k₀ : n}
    (hk₀ : ∀ k, e k₀ ≤ e k) (hE : E < 2 * e k₀) : ¬ IsPairEnergy e g E := by
  intro h
  have hs := (isPairEnergy_iff fun k => ne_of_lt (by linarith [hk₀ k])).mp h
  have hpos : 0 < 1 / (2 * e k₀ - E) := one_div_pos.mpr (sub_pos.mpr hE)
  have h1 := (secular_sum_bounds hk₀ hE).1
  linarith [mul_nonpos_of_nonpos_of_nonneg hg (hpos.le.trans h1)]

/-- If two distinct levels have the same energy, their unperturbed pair energy is an eigenvalue
for every coupling `g`. -/
theorem degenerate_level {e : n → ℝ} (g : ℝ) {j k : n} (hjk : j ≠ k) (he : e j = e k) :
    IsPairEnergy e g (2 * e j) := by
  -- the antisymmetric combination has zero total amplitude
  refine ⟨fun i => (if i = j then 1 else 0) - (if i = k then 1 else 0), ?_, ?_⟩
  · intro h
    have h1 := congrFun h j
    simp [hjk] at h1
  · funext i
    have hsum : ∑ i : n, ((if i = j then (1 : ℝ) else 0) - (if i = k then 1 else 0)) = 0 := by
      rw [Finset.sum_sub_distrib]
      simp
    rw [pairHamiltonian_mulVec, hsum, Pi.smul_apply, smul_eq_mul, mul_zero, sub_zero]
    by_cases hij : i = j
    · rw [hij]
    · by_cases hik : i = k
      · rw [hik, he]
      · simp [hij, hik]

end

end CooperPairSecular
```

```lean
#print axioms CooperPairSecular.isPairEnergy_iff
#print axioms CooperPairSecular.existsUnique_bound_state
#print axioms CooperPairSecular.no_bound_state
#print axioms CooperPairSecular.degenerate_level
```

```
'CooperPairSecular.isPairEnergy_iff' depends on axioms: [propext, Classical.choice, Quot.sound]
'CooperPairSecular.existsUnique_bound_state' depends on axioms: [propext, Classical.choice, Quot.sound]
'CooperPairSecular.no_bound_state' depends on axioms: [propext, Classical.choice, Quot.sound]
'CooperPairSecular.degenerate_level' depends on axioms: [propext, Classical.choice, Quot.sound]
```

## What the theorems say about the pair

The type `n` labels the levels, `e : n → ℝ` gives their energies, and `pairHamiltonian e g` is $M$. Positive `g` means attraction. The diagonal also contains $-g$, so a single level has pair energy $2e-g$. `IsPairEnergy e g E` says that some nonzero real vector satisfies the eigenvalue equation; `*ᵥ` is the matrix acting on a vector.

`isPairEnergy_iff` is the secular equation. Its only hypothesis, `hE`, keeps $E$ away from every $2e_k$. The coupling may be zero, in which case both sides of the equivalence are false. `eigenvector_iff` adds that, once the secular equation holds, the solutions are exactly the multiples of `cooperAmplitude e E`; the multiple zero gives the zero vector, which is a solution but not a state.

The constant coupling is postulated. It stands for an attraction whose matrix element is the same between all pair states in the chosen energy window. A filled Fermi sea enters only through the choice of available levels.

Cooper's well-known result concerns a continuum of levels above a filled Fermi sea, with a nonzero density of states at the Fermi energy. There the binding energy at weak coupling is exponentially small in the inverse coupling. The bound $\Delta\ge g$ does not reach that: if $g$ scales as the inverse volume, it tends to zero in the bulk limit. For a finite set of levels with constant coupling, the secular equation is the one-pair case of Richardson's equations; with several pairs, further terms couple the pair energies.

## How the proof follows the algebra

`pairHamiltonian_mulVec` computes $(Mv)_k$. `eigenvector_form` solves for $v_k$, with `eq_div_iff` clearing the denominator that `hE` makes nonzero. In `isPairEnergy_iff`, `hS` shows $S\neq0$, `hsum` sums the components, and `mul_left_cancel₀` cancels $S$. The converse uses the vector $u$ from `eigenvector_iff`.

`secular_sum_bounds` compares the sum with its lowest-level term. `existsUnique_bound_state` feeds these bounds to `intermediate_value_Icc` and gets uniqueness from `hmono`. `binding_energy_bounds` and `no_bound_state` combine the bounds with the secular equation, and `degenerate_level` checks the antisymmetric vector.

The algebra turns on `linear_combination`. Given an equation `h1`, the call `linear_combination h1` subtracts it from the goal and asks `ring` to confirm that what remains is an identity. In `eigenvector_form` the goal has become $v_k(2e_k-E)=gS$, while `h1` says $2e_kv_k-gS=Ev_k$. These are the same equation rearranged, so the coefficient is 1. Division is dealt with beforehand, which keeps each nonzero condition visible.

## Finding the bound state numerically

In a program for this finite one-pair model, the lowest energy for $g>0$ can be found by bisection on $f(E)=g\sum_k1/(2e_k-E)-1$, without diagonalising $M$. Each evaluation costs one pass over the levels. The interval from $2e_{k_0}-gN$ to $2e_{k_0}-g$ contains the root, but the root may sit on an endpoint; with one level the interval is a single point. Widening it to run from $2e_{k_0}-2gN$ to $2e_{k_0}-g/2$ gives $f\le-\tfrac12$ at the lower end and $f\ge1$ at the upper end, so the sign change is clear.
